# A set of 2n elements has (2n−1)!! complete pairings, and the 2n-th moment of a centred Gaussian is this number times the n-th power of the variance

## Four factors, three pairings

Take a real variable x with the Gaussian weight exp(−b x²), b > 0, and ask for the average of x⁴. Write the product as four labelled factors, 1 2 3 4. The Wick expansion joins the factors in pairs, and each pair contributes the average of x², which is the variance 1/(2b). Factor 1 can be joined with 2, with 3 or with 4. After that choice two factors remain, and they can be joined in only one way. The pairings are

12|34, 13|24, 14|23

and the average is

⟨x⁴⟩ = 3 · 1/(2b)².

The same choice, repeated, handles any even number of factors. With six factors, the first has five possible partners and leaves four factors, so there are 5 · 3 = 15 pairings. For 2n factors, with n = 0, 1, 2, …, the number is

(2n−1)!! = 1 · 3 · 5 ⋯ (2n−1), with (−1)!! = 1.

In electronic structure, this double factorial appears in the norm of a primitive Gaussian basis function. For a one-dimensional, single-centre function xⁿ exp(−ζx²) with ζ > 0, the square of the norm is the unnormalised 2n-th moment, the integral of x²ⁿ exp(−b x²) over the real line, with b = 2ζ.

## Pairings as fixed-point-free involutions

A complete pairing can be stored as the map f that sends each element to its partner. The partner of the partner is the element itself, f(f(x)) = x, and no element is its own partner, f(x) ≠ x. Such a map is a fixed-point-free involution.

In the file, `Pairing α` is the type of these maps on a type `α`, whose elements are the factors to be contracted. The letter α is therefore not a Gaussian exponent. The letter b has two roles, kept here as in the code: in the counting it is the partner of a chosen element a, and in the integral it is the exponent.

The function `oddDoubleFactorial n` is the product of 2k+1 over k = 0, …, n−1. Its argument is the number of factors in the product, so it stands for (2n−1)!! and not for n!!. For n = 0 the product is empty and equals 1. The theorem `oddDoubleFactorial_succ_eq` identifies `oddDoubleFactorial (n + 1)` with Mathlib's double factorial of 2n+1.

The main statements read as follows.

- `card_pairing`: for every natural n, a finite type with 2n elements has exactly (2n−1)!! pairings. `Nat.card` assigns 0 to infinite types, so the assumption `[Finite α]` keeps them out of the case n = 0.
- `card_pairing_odd`: a finite type with 2n+1 elements has no pairing.
- `gaussian_moment_eq_card_pairing`: for real b > 0, the integral of x²ⁿ exp(−b x²) over the real line is the number of pairings of `Fin (2 * n)`, divided by (2b)ⁿ, times √(π/b). The type `Fin (2 * n)` supplies the labels of the 2n factors. The condition b > 0 says that the weight decays at large |x|.

The integral is unnormalised. Division by the norm integral √(π/b) gives the average

⟨x²ⁿ⟩ = (2n−1)!! / (2b)ⁿ.

Wick's theorem for several jointly Gaussian variables with zero mean gives each pairing its own product of covariances. Here there is one variable, all pairings have the same weight, and `wick_recursion` is a statement about their number. The step from the model to the Wick expansion is the assignment of one product of contractions to each pairing; the theorems supply the number of terms and the value of the integral.

## Counting by the partner of one element

Let P(S) be the number of pairings of a finite set S, and fix an element a of S.

Suppose f is a pairing with f(a) = b. Then b ≠ a, and f(b) = f(f(a)) = a. Let x be any other element. If f(x) = a, then x = f(f(x)) = f(a) = b, which is excluded. If f(x) = b = f(a), then x = a because an involution is injective, and this is excluded too. So f maps the remaining elements among themselves, and its restriction is a pairing of S without a and b.

Conversely, a pairing g of the remaining elements extends to S by exchanging a and b. Restriction and extension undo each other. Every pairing of S has exactly one partner for a, so

P(S) = Σ P(S without a and b), summed over all b ≠ a.

If S has 2n+2 elements, there are 2n+1 choices of b, each leaving 2n elements. Let N(n) be the number of pairings of 2n elements. The empty set has one pairing, the empty map. Hence

N(0) = 1,
N(n+1) = (2n+1) N(n),

and induction gives N(n) = (2n−1)!!.

For a set with one element the sum has no terms, so there are no pairings. A set with 2n+3 elements gives a sum of counts for sets with 2n+1 elements, all zero by induction.

## The moment from the Gamma function

The Gamma function satisfies Γ(1/2) = √π and Γ(s+1) = s Γ(s) for s > 0. If Γ(n+1/2) = (2n−1)!! √π / 2ⁿ, then

Γ(n+3/2) = (n+1/2) Γ(n+1/2) = ((2n+1)/2) · (2n−1)!! √π / 2ⁿ = (2n+1)!! √π / 2ⁿ⁺¹.

The formula holds at n = 0, so it holds for every n.

Let I(n) be the integral of x²ⁿ exp(−b x²) over the real line. The integrand is even, so I(n) is twice the integral over x > 0. Substitute t = b x², with x = (t/b)^(1/2) and dx = dt / (2 √(b t)):

I(n) = 2 ∫₀^∞ (t/b)ⁿ e^(−t) dt / (2 √(b t))
= b^(−n−1/2) ∫₀^∞ t^(n−1/2) e^(−t) dt
= b^(−n−1/2) Γ(n+1/2).

Inserting the half-integer value and then N(n) = (2n−1)!! gives

I(n) = (2n−1)!! √π / (2ⁿ bⁿ √b) = N(n) / (2b)ⁿ · √(π/b).

At n = 0 this is the norm integral √(π/b).

## The Lean file

```lean
import Mathlib

open Real

namespace WickPairings

noncomputable section

universe u

/-- A complete pairing of the elements of `α`: a fixed-point-free involution, which sends
each element to its partner. -/
abbrev Pairing (α : Type u) : Type u :=
  {f : α → α // Function.Involutive f ∧ ∀ x, f x ≠ x}

/-- The double factorial `(2n-1)!!`, the product of the first `n` odd numbers; the empty
product gives `(-1)!! = 1`. -/
def oddDoubleFactorial (n : ℕ) : ℕ := ∏ k ∈ Finset.range n, (2 * k + 1)

/-- The product of the first `n + 1` odd numbers is the double factorial `(2n+1)!!`. -/
theorem oddDoubleFactorial_succ_eq (n : ℕ) :
    oddDoubleFactorial (n + 1) = Nat.doubleFactorial (2 * n + 1) := by
  induction n with
  | zero => simp [oddDoubleFactorial, Nat.doubleFactorial]
  | succ n ih =>
    have h : oddDoubleFactorial (n + 1 + 1)
        = oddDoubleFactorial (n + 1) * (2 * (n + 1) + 1) := Finset.prod_range_succ _ _
    have e : 2 * (n + 1) + 1 = 2 * n + 1 + 2 := by ring
    rw [h, ih, e, Nat.doubleFactorial_add_two]
    exact mul_comm _ _

open Classical in
/-- Extends a map `g` of the remaining elements to all of `α` by exchanging `a` and `b`. -/
def glue {α : Type u} (a b : α)
    (g : {x : α // x ≠ a ∧ x ≠ b} → {x : α // x ≠ a ∧ x ≠ b}) (x : α) : α :=
  if h : x ≠ a ∧ x ≠ b then (g ⟨x, h⟩).1 else if x = a then b else a

/-- For distinct `a` and `b`, the glued map exchanges `a` and `b` and acts as `g` on the
remaining elements. -/
theorem glue_apply {α : Type u} {a b : α} (hab : a ≠ b)
    (g : {x : α // x ≠ a ∧ x ≠ b} → {x : α // x ≠ a ∧ x ≠ b}) :
    glue a b g a = b ∧ glue a b g b = a ∧ ∀ x, glue a b g x.1 = (g x).1 :=
  ⟨by simp [glue], by simp [glue, hab.symm], fun x => dif_pos x.2⟩

/-- For distinct `a` and `b`, the pairings that contract `a` with `b` correspond one to one
to the pairings of the remaining elements. -/
def contractPair {α : Type u} {a b : α} (hab : a ≠ b) :
    {w : Pairing α // w.1 a = b} ≃ Pairing {x : α // x ≠ a ∧ x ≠ b} where
  toFun w := ⟨fun x => ⟨w.1.1 x.1,
      fun h => x.2.2 ((w.1.2.1 x.1).symm.trans ((congrArg w.1.1 h).trans w.2)),
      fun h => x.2.1 (w.1.2.1.injective (h.trans w.2.symm))⟩,
    fun x => Subtype.ext (w.1.2.1 x.1),
    fun x h => w.1.2.2 x.1 (congrArg Subtype.val h)⟩
  invFun g := ⟨⟨glue a b g.1, by
      obtain ⟨h1, h2, h3⟩ := glue_apply hab g.1
      intro x
      by_cases ha : x = a
      · rw [ha, h1, h2]
      by_cases hb : x = b
      · rw [hb, h2, h1]
      exact (congrArg (glue a b g.1) (h3 ⟨x, ha, hb⟩)).trans
        ((h3 _).trans (congrArg Subtype.val (g.2.1 ⟨x, ha, hb⟩))), by
      obtain ⟨h1, h2, h3⟩ := glue_apply hab g.1
      intro x
      by_cases ha : x = a
      · rw [ha, h1]
        exact hab.symm
      by_cases hb : x = b
      · rw [hb, h2]
        exact hab
      exact fun h => g.2.2 ⟨x, ha, hb⟩ (Subtype.ext ((h3 ⟨x, ha, hb⟩).symm.trans h))⟩,
    (glue_apply hab g.1).1⟩
  left_inv w := by
    refine Subtype.ext (Subtype.ext (funext fun x => ?_))
    by_cases ha : x = a
    · rw [ha]
      exact (glue_apply hab _).1.trans w.2.symm
    by_cases hb : x = b
    · rw [hb]
      exact (glue_apply hab _).2.1.trans
        ((w.1.2.1 a).symm.trans (congrArg w.1.1 w.2))
    exact (glue_apply hab _).2.2 ⟨x, ha, hb⟩
  right_inv g := Subtype.ext (funext fun x => Subtype.ext ((glue_apply hab g.1).2.2 x))

/-- Wick recursion: the pairings of a finite set are counted by choosing a partner `b` for a
fixed element `a` and pairing the remaining elements. -/
theorem wick_recursion {α : Type u} [Fintype α] [DecidableEq α] (a : α) :
    Nat.card (Pairing α)
      = ∑ b : {b : α // b ≠ a}, Nat.card (Pairing {x : α // x ≠ a ∧ x ≠ b.1}) := by
  -- sort the pairings by the partner of `a`
  let f : Pairing α → {b : α // b ≠ a} := fun w => ⟨w.1 a, w.2.2 a⟩
  rw [← Nat.card_congr (Equiv.sigmaFiberEquiv f), Nat.card_sigma]
  refine Finset.sum_congr rfl fun b _ => Nat.card_congr ?_
  have e : {w // f w = b} ≃ {w : Pairing α // w.1 a = b.1} :=
    Equiv.subtypeEquivRight fun _ => Subtype.ext_iff
  exact e.trans (contractPair b.2.symm)

/-- Removing two distinct elements from a finite set lowers its size by two. -/
theorem card_remaining {α : Type u} [Fintype α] [DecidableEq α] {a b : α} (hab : b ≠ a) :
    Nat.card {x : α // x ≠ a ∧ x ≠ b} + 2 = Nat.card α := by
  have hs : Finset.univ.filter (fun x : α => x ≠ a ∧ x ≠ b) = ({a, b} : Finset α)ᶜ := by
    ext x
    simp
  have h := Finset.card_add_card_compl ({a, b} : Finset α)
  rw [Finset.card_pair hab.symm] at h
  rw [Nat.card_eq_fintype_card, Nat.card_eq_fintype_card, Fintype.card_subtype, hs]
  omega

/-- A set with `2n` elements has exactly `(2n-1)!!` fixed-point-free involutions. -/
theorem card_pairing (n : ℕ) : ∀ (α : Type u) [Finite α], Nat.card α = 2 * n →
    Nat.card (Pairing α) = oddDoubleFactorial n := by
  induction n with
  | zero =>
    intro α _ h
    have : IsEmpty α := Finite.card_eq_zero_iff.mp (by omega)
    have h1 : Nat.card (Pairing α) = 1 := Nat.card_eq_one_iff_unique.mpr
      ⟨⟨fun f g => Subtype.ext (funext fun x => isEmptyElim x)⟩,
        ⟨⟨id, fun x => isEmptyElim x, fun x => isEmptyElim x⟩⟩⟩
    rw [h1]
    simp [oddDoubleFactorial]
  | succ n ih =>
    intro α _ h
    classical
    have := Fintype.ofFinite α
    obtain ⟨a⟩ : Nonempty α := Finite.card_pos_iff.mp (by omega)
    -- `a` has `2n + 1` possible partners
    have hc : Fintype.card {b : α // b ≠ a} = 2 * n + 1 := by
      rw [Fintype.card_subtype, Finset.filter_ne',
        Finset.card_erase_of_mem (Finset.mem_univ a), Finset.card_univ,
        ← Nat.card_eq_fintype_card, h]
      omega
    -- each choice leaves `2n` elements to be paired
    have hr : ∀ b : {b : α // b ≠ a},
        Nat.card (Pairing {x : α // x ≠ a ∧ x ≠ b.1}) = oddDoubleFactorial n := fun b =>
      ih {x : α // x ≠ a ∧ x ≠ b.1} (by have := card_remaining b.2; omega)
    rw [wick_recursion a, Finset.sum_congr rfl fun b _ => hr b, Finset.sum_const,
      Finset.card_univ, hc, smul_eq_mul, mul_comm]
    exact (Finset.prod_range_succ _ _).symm

/-- A set with an odd number of elements has no complete pairing. -/
theorem card_pairing_odd (n : ℕ) : ∀ (α : Type u) [Finite α], Nat.card α = 2 * n + 1 →
    Nat.card (Pairing α) = 0 := by
  induction n with
  | zero =>
    intro α _ h
    classical
    have := Fintype.ofFinite α
    obtain ⟨a⟩ : Nonempty α := Finite.card_pos_iff.mp (by omega)
    rw [wick_recursion a]
    refine Finset.sum_eq_zero fun b _ => ?_
    have := card_remaining b.2
    omega
  | succ n ih =>
    intro α _ h
    classical
    have := Fintype.ofFinite α
    obtain ⟨a⟩ : Nonempty α := Finite.card_pos_iff.mp (by omega)
    rw [wick_recursion a]
    exact Finset.sum_eq_zero fun b _ =>
      ih {x : α // x ≠ a ∧ x ≠ b.1} (by have := card_remaining b.2; omega)

/-- The Gamma function at half-integers: `Γ(n + 1/2) = (2n-1)!! √π / 2^n`. -/
theorem gamma_half (n : ℕ) :
    Real.Gamma ((n : ℝ) + 1 / 2) = oddDoubleFactorial n * √π / 2 ^ n := by
  induction n with
  | zero => simpa [oddDoubleFactorial] using Real.Gamma_one_half_eq
  | succ n ih =>
    have h : oddDoubleFactorial (n + 1) = oddDoubleFactorial n * (2 * n + 1) :=
      Finset.prod_range_succ _ _
    have e : ((n + 1 : ℕ) : ℝ) + 1 / 2 = ((n : ℝ) + 1 / 2) + 1 := by push_cast; ring
    rw [e, Real.Gamma_add_one (by positivity), ih, h, pow_succ]
    push_cast
    ring

/-- For `b > 0`, the even moment `∫ x^(2n) exp(-b x²) dx` is the number of complete pairings
of `2n` factors, times `1/(2b)` for each pair, times the norm integral `√(π/b)`. -/
theorem gaussian_moment_eq_card_pairing (n : ℕ) {b : ℝ} (hb : 0 < b) :
    ∫ x : ℝ, x ^ (2 * n) * Real.exp (-b * x ^ 2)
      = Nat.card (Pairing (Fin (2 * n))) / (2 * b) ^ n * √(π / b) := by
  -- fold the integral onto the half-line
  have h1 := integral_comp_abs (f := fun x : ℝ => (x ^ 2) ^ n * Real.exp (-b * x ^ 2))
  simp only [sq_abs] at h1
  -- evaluate it by the Gamma function
  have hq : (-1 : ℝ) < ((2 * n : ℕ) : ℝ) := by
    have : (0 : ℝ) ≤ ((2 * n : ℕ) : ℝ) := Nat.cast_nonneg _
    linarith
  have h2 := integral_rpow_mul_exp_neg_mul_rpow (p := 2) two_pos hq hb
  simp only [Real.rpow_natCast, Real.rpow_two, pow_mul] at h2
  have e1 : (((2 * n : ℕ) : ℝ) + 1) / 2 = (n : ℝ) + 1 / 2 := by push_cast; ring
  have e2 : -(((2 * n : ℕ) : ℝ) + 1) / 2 = -((n : ℝ) + 1 / 2) := by push_cast; ring
  have hs : √b ≠ 0 := (Real.sqrt_pos.mpr hb).ne'
  have hb' : b ≠ 0 := hb.ne'
  simp only [pow_mul]
  rw [h1, h2, e1, e2, gamma_half, card_pairing n (Fin (2 * n)) (by simp),
    Real.rpow_neg hb.le, Real.rpow_add hb, Real.rpow_natCast, ← Real.sqrt_eq_rpow,
    Real.sqrt_div Real.pi_pos.le, mul_pow]
  field_simp

end

end WickPairings
```

```lean
#print axioms WickPairings.oddDoubleFactorial_succ_eq
-- 'WickPairings.oddDoubleFactorial_succ_eq' depends on axioms: [propext, Classical.choice, Quot.sound]
#print axioms WickPairings.card_pairing_odd
-- 'WickPairings.card_pairing_odd' depends on axioms: [propext, Classical.choice, Quot.sound]
#print axioms WickPairings.gaussian_moment_eq_card_pairing
-- 'WickPairings.gaussian_moment_eq_card_pairing' depends on axioms: [propext, Classical.choice, Quot.sound]
```

## How Lean carries out the count

The function `glue` is the extension of g that exchanges a and b. Its values on a, on b and on the remaining elements are collected in `glue_apply`, and later arguments use only these three facts.

`contractPair` is the bijection between pairings with f(a) = b and pairings of the remaining elements. In `toFun`, the two short functions of `h` are the two exclusions made above: f(x) = a would force x = b, and f(x) = b would force x = a. In `invFun`, the cases x = a, x = b and neither show that the glued map is an involution without fixed points. The fields `left_inv` and `right_inv` state that restriction and extension undo each other.

`wick_recursion` sends each pairing to the partner of a. `Equiv.sigmaFiberEquiv` splits the set of pairings into the fibres of this map, `Nat.card_sigma` turns the split into a sum, and `contractPair` identifies each fibre with the pairings of what remains.

`card_remaining` says that the remaining set has two elements fewer. It is written with "+ 2" on the left, which avoids subtraction of natural numbers.

In `card_pairing` the induction is on n, with the type `α` quantified inside the statement. The induction hypothesis therefore applies to the smaller set, which is a different type. The base case shows that an empty type has exactly one pairing. In the inductive step, `hc` counts the 2n+1 partners and `hr` gives the same value to every term. The sum becomes a product, which is the next odd double factorial.

`card_pairing_odd` uses the same recursion. For a single element, any supposed partner b contradicts `card_remaining`, and `omega` finds the contradiction. For larger odd sets every term vanishes by the induction hypothesis.

## How Lean evaluates the integral

`gamma_half` is the induction on Γ(n+1/2), with `Real.Gamma_one_half_eq` as its start and `Real.Gamma_add_one` as its step.

In the moment theorem, `integral_comp_abs` folds the integral onto the half-line and produces the factor 2. The substitution t = b x² is contained in the Mathlib lemma `integral_rpow_mul_exp_neg_mul_rpow`, used with powers 2n and 2. It requires the first power to exceed −1, which is `hq`. The equations `e1` and `e2` bring the Gamma argument into the form n + 1/2 and the exponent of b into the form −(n + 1/2).

The last rewriting inserts `gamma_half` and replaces the number of pairings of `Fin (2 * n)` by the double factorial. It also splits the power of b into bⁿ and √b, after which `field_simp` compares the two sides. The integral and the pairings are thus evaluated separately and meet in the same double factorial; the proof does not expand the integral contraction by contraction.
